# Every eigenvalue of a diagonal Hermitian Koopmans matrix is one of its diagonal entries

The theorem `eigenvalue_eq_diag` concerns a finite Hermitian complex matrix `A`, read as a Koopmans matrix in a basis of variational orbitals. If all its off-diagonal entries vanish, then each eigenvalue equals the real part of some diagonal entry, that is, the energy of one of these orbitals. Nothing about the matrix is used beyond its being finite, Hermitian and diagonal, and multiplicities are not compared. The proof picks a nonzero component `i` of the `k`-th normalised eigenvector, reads the eigenvalue equation at that component, where only the diagonal term of the sum survives, and cancels the component.

This version doesn't compile in Lean 4 with Mathlib:

```lean
import Mathlib

open Matrix Finset

namespace EigenvalueEqDiag

noncomputable section

variable {m n : Type*} [Fintype m] [DecidableEq m] [Fintype n] [DecidableEq n]
variable {A : Matrix m m ℂ} {B : Matrix n n ℂ}

/-- The unitary matrix whose columns are the canonical orbitals (eigenvectors of the
Hermitian Koopmans matrix), expanded in the variational orbitals. -/
def canonical (hA : A.IsHermitian) : Matrix m m ℂ :=
  (hA.eigenvectorUnitary : Matrix m m ℂ)

/-- The matrix `U = canonical hA` of a Hermitian Koopmans matrix satisfies `U * Uᴴ = 1`, that is,
its rows are orthonormal. -/
theorem canonical_unitary (hA : A.IsHermitian) :
    canonical hA * (canonical hA)ᴴ = 1 :=
  Matrix.mem_unitaryGroup_iff.mp hA.eigenvectorUnitary.2

/-- Each column of `canonical hA` satisfies the eigenvalue equation of the Hermitian Koopmans
matrix, written here in components. -/
theorem mul_canonical (hA : A.IsHermitian) (i k : m) :
    (A * canonical hA) i k = (hA.eigenvalues k : ℂ) * canonical hA i k := by
  have h := congrFun (hA.mulVec_eigenvectorBasis k) i
  simpa [canonical, Matrix.mul_apply, Matrix.mulVec, dotProduct,
    Matrix.IsHermitian.eigenvectorUnitary_apply] using h

/-- If a Hermitian Koopmans matrix is diagonal in the variational orbitals, each eigenvalue is
the energy of one of these orbitals. -/
theorem eigenvalue_eq_diag (hA : A.IsHermitian) (hd : ∀ i j, j ≠ i → A i j = 0) (k : m) :
    ∃ i, hA.eigenvalues k = (A i i).re := by
  -- a normalized eigenvector has a nonzero component
  have hk : ∃ i, canonical hA i k ≠ 0 := by
    by_contra hc
    push Not at hc
    have h := congrFun (congrFun (mul_eq_one_comm.1 (canonical_unitary hA)) k) k
    rw [Matrix.mul_apply, Matrix.one_apply_eq] at h
    simp [hc] at h
  obtain ⟨i, hi⟩ := hk
  have h := mul_canonical hA i k
  rw [Matrix.mul_apply, Finset.sum_eq_single i
    (fun j _ hj => by rw [hd i j hj, zero_mul])
    (fun hn => absurd (mem_univ i) hn)] at h
  exact ⟨i, (congrArg Complex.re (mul_right_cancel₀ hi h)).symm⟩

end

end EigenvalueEqDiag
```

Messages:

```
Main.lean:39:23: error: Application type mismatch: The argument
  congrFun (mul_eq_one_comm.mp ?m.63) k
has type
  (?m.56 * ?m.55) k = 1 k
but is expected to have type
  ?m.46 = ?m.47
in the application
  congrFun (congrFun (mul_eq_one_comm.mp ?m.63) k)
Main.lean:42:9: error: stuck at solving universe constraint
  ?u.51 + 1 =?= imax (u_1 + 1) ?u.49
while trying to unify
  Eq.{imax (u_1 + 1) ?u.49} (HMul.hMul.{?u.51, ?u.51, ?u.51} ?m.56 ?m.55) (OfNat.ofNat.{?u.51} 1) : Prop
with
  Eq.{?u.51 + 1} (HMul.hMul.{?u.51, ?u.51, ?u.51} ?m.56 ?m.55) (OfNat.ofNat.{?u.51} 1) : Prop
Main.lean:34:39: error: stuck at solving universe constraint
  ?u.51 + 1 =?= imax (u_1 + 1) ?u.49
while trying to unify
  Eq.{imax (u_1 + 1) ?u.49} (HMul.hMul.{?u.51, ?u.51, ?u.51} ?m.56 ?m.55) (OfNat.ofNat.{?u.51} 1) : Prop
with
  Eq.{?u.51 + 1} (HMul.hMul.{?u.51, ?u.51, ?u.51} ?m.56 ?m.55) (OfNat.ofNat.{?u.51} 1) : Prop
```

Diagnosis. The fault lies in the nested `congrFun`, which is to take the equation `Uᴴ * U = 1` to its entry at `k`, `k`. `congrFun` needs an equation between functions, while `mul_eq_one_comm` is stated for a general type with multiplication. In the first message the factors are still the unknowns `?m.56` and `?m.55`, and the argument `canonical_unitary hA` is still the placeholder `?m.63`, so Lean does not yet know that the equation is about matrices. It has to match a function type on `m`, in universe `imax (u_1 + 1) ?u.49`, with the lemma's unknown type, in universe `?u.51 + 1`, and cannot solve for the levels. The other two messages report this same constraint again at later checks; the `obtain` line and the theorem's opening `by` are not themselves at fault.

The repair first states the product equation as `hu`, with its type written out. That fixes the matrices and their universes before `congrFun` is applied, and Lean can then unfold the matrix type to functions of two indices. The rest of the proof is unchanged.

Fix (accepted with no message):

```diff
@@ -37,5 +37,7 @@
     by_contra hc
     push Not at hc
-    have h := congrFun (congrFun (mul_eq_one_comm.1 (canonical_unitary hA)) k) k
+    have hu : (canonical hA)ᴴ * canonical hA = 1 :=
+      mul_eq_one_comm.1 (canonical_unitary hA)
+    have h := congrFun (congrFun hu k) k
     rw [Matrix.mul_apply, Matrix.one_apply_eq] at h
     simp [hc] at h
```
